# An enhancement factor that diverges in an exponential tail while its exchange integral obeys a bound

A generalised gradient approximation multiplies the integrand of the local exchange energy, proportional to \(n^{4/3}\), by an enhancement factor \(F(x)\). For a radial density \(n(r)\) the reduced gradient is taken here as \(x=-n'/n^{4/3}\), and \(F=1\) gives back the local energy. For an exponential density, \(F\) can grow without limit in the tail while the integrated exchange energy, which is negative, stays in magnitude below a fixed multiple of the local one.

## Divergence at large radius, finite integral

Take \(n(r)=c\,e^{-ar}\) and \(F(x)=1+mx^2\) with \(a,c,m>0\). Since \(n'=-ac\,e^{-ar}\) and \(n^{4/3}=c^{4/3}e^{-4ar/3}\),

\[
x=\frac{a}{c^{1/3}}e^{ar/3},\qquad F(x(r))=1+mk\,e^{2ar/3},\qquad k=\frac{a^2}{c^{2/3}} .
\]

Hence \(F\to\infty\) as \(r\to\infty\), and no local ceiling \(F\le M\) survives. In the integral, however, \(F\) is weighted by the density:

\[
r^2n^{4/3}F=c^{4/3}\left(r^2e^{-4ar/3}+mk\,r^2e^{-2ar/3}\right).
\]

For \(b>0\), substituting \(t=br\) gives \(\int_0^\infty r^2e^{-br}dr=\Gamma(3)/b^3=2/b^3\). The two terms therefore contribute \(27/(32a^3)\) and \(mk\cdot 27/(4a^3)\), so

\[
\int_0^\infty r^2n^{4/3}F\,dr=\frac{27\,c^{4/3}}{32a^3}\,(1+8mk).
\]

The factor 8 is \(2^3\), from halving the decay rate. Setting \(m=0\) gives the local integral, and dividing by it shows that the integral with \(F\) is below \(M\) times the local one exactly when \(8mk<M-1\). For \(c=1\) this reads \(8ma^2<M-1\), which already forces \(M>1\).

The limit \(m\to0^+\) separates the two conditions: the ratio of the integrals tends to 1, yet \(F\) diverges for every positive \(m\). Only at \(m=0\) does the divergence disappear.

So, for a quadratic factor and a single exponential density, an integrated bound does not need a pointwise ceiling. A functional meant to obey the bound for every density is another matter: with \(m>0\) the quadratic factor then fails for any fixed \(M\). Its gradient term is \(m\int_0^\infty r^2n'^2/n^{4/3}\,dr\), which a sufficiently fine ripple of small amplitude on \(n\) makes as large as one likes, while \(\int_0^\infty r^2n^{4/3}\,dr\) hardly changes. The number \(M\) is a strict upper limit on the ratio of exchange energy to local exchange energy, a ratio that bounds of Lieb–Oxford type also limit; its value is left free, as is the gradient coefficient \(m\).

## Density, gradient and exchange integral in Lean

```lean
import Mathlib

open MeasureTheory Set Filter

namespace LocalCeilingIntegratedBound

noncomputable section
```

The density carries a prefactor `c`, which later allows normalisation.

```lean
/-- The exponential radial density `c exp(-a r)`. -/
def density (c a r : ℝ) : ℝ := c * Real.exp (-a * r)
```

Here `deriv n r` is the radial derivative. The usual reduced gradient is the magnitude \(|n'|/n^{4/3}\); the signed form below agrees with it wherever the density does not increase, as for the exponential with \(a>0\). Many functionals use \(s=|n'|/(2(3\pi^2)^{1/3}n^{4/3})\) instead, so a term \(\mu s^2\) corresponds to \(m=\mu/(4(3\pi^2)^{2/3})\).

```lean
/-- The signed reduced gradient `x = -n' / n^(4/3)` of a radial density, for `n r > 0`. It equals
the usual `|n'| / n^(4/3)` where `n' ≤ 0`. -/
def reducedGradient (n : ℝ → ℝ) (r : ℝ) : ℝ := -deriv n r / n r ^ (4 / 3 : ℝ)

/-- The quadratic gradient enhancement factor `F(x) = 1 + m x²`. -/
def enhancement (m x : ℝ) : ℝ := 1 + m * x ^ 2
```

The integral runs over `Ioi 0`, the open half-line \(r>0\). It omits the angular factor \(4\pi\) and the negative exchange prefactor, which are common to both energies. Spin dependence is not modelled.

```lean
/-- The radial exchange integral `∫ r² n^(4/3) F(x) dr` over `r > 0`. -/
def exchangeIntegral (F n : ℝ → ℝ) : ℝ :=
  ∫ r in Ioi (0 : ℝ), r ^ 2 * n r ^ (4 / 3 : ℝ) * F (reducedGradient n r)
```

## The gradient and its growth

The first lemma raises the exponential density to the power \(4/3\).

```lean
lemma density_rpow {c : ℝ} (hc : 0 < c) (a r : ℝ) :
    density c a r ^ (4 / 3 : ℝ) = c ^ (4 / 3 : ℝ) * Real.exp (-(4 * a / 3) * r) := by
  unfold density
  rw [Real.mul_rpow hc.le (Real.exp_pos _).le, ← Real.exp_mul,
    show -a * r * (4 / 3) = -(4 * a / 3) * r by ring]
```

Next, `hd` supplies \(n'\), while `h1` and `h2` combine the powers of \(c\) and the exponentials. After the denominators are cleared, `linear_combination` closes the identity for \(x\).

```lean
/-- The reduced gradient of an exponential density is `(a / c^(1/3)) exp(a r / 3)`. -/
theorem reducedGradient_density {c : ℝ} (hc : 0 < c) (a r : ℝ) :
    reducedGradient (density c a) r = a / c ^ (1 / 3 : ℝ) * Real.exp (a / 3 * r) := by
  have hd : HasDerivAt (density c a) (c * (Real.exp (-a * r) * (-a * 1))) r :=
    ((hasDerivAt_id' r).const_mul (-a)).exp.const_mul c
  have h1 : c ^ (1 / 3 : ℝ) * c = c ^ (4 / 3 : ℝ) := by
    calc c ^ (1 / 3 : ℝ) * c = c ^ (1 / 3 : ℝ) * c ^ (1 : ℝ) := by rw [Real.rpow_one]
      _ = c ^ (4 / 3 : ℝ) := by rw [← Real.rpow_add hc]; norm_num
  have h2 : Real.exp (a / 3 * r) * Real.exp (-(4 * a / 3) * r) = Real.exp (-a * r) := by
    rw [← Real.exp_add]
    congr 1
    ring
  have hp : c ^ (1 / 3 : ℝ) ≠ 0 := (Real.rpow_pos_of_pos hc _).ne'
  have hq : c ^ (4 / 3 : ℝ) * Real.exp (-(4 * a / 3) * r) ≠ 0 :=
    (mul_pos (Real.rpow_pos_of_pos hc _) (Real.exp_pos _)).ne'
  unfold reducedGradient
  rw [hd.deriv, density_rpow hc, div_mul_eq_mul_div, div_eq_div_iff hq hp]
  linear_combination a * Real.exp (-a * r) * h1 - a * c ^ (4 / 3 : ℝ) * h2
```

Squaring \(x\) gives the explicit enhancement factor.

```lean
lemma enhancement_density {c : ℝ} (hc : 0 < c) (m a r : ℝ) :
    enhancement m (reducedGradient (density c a) r)
      = 1 + m * (a ^ 2 / c ^ (2 / 3 : ℝ)) * Real.exp (2 * a / 3 * r) := by
  have h1 : (c ^ (1 / 3 : ℝ)) ^ 2 = c ^ (2 / 3 : ℝ) := by
    rw [← Real.rpow_natCast, ← Real.rpow_mul hc.le]
    norm_num
  have h2 : Real.exp (a / 3 * r) ^ 2 = Real.exp (2 * a / 3 * r) := by
    rw [pow_two, ← Real.exp_add]
    congr 1
    ring
  unfold enhancement
  rw [reducedGradient_density hc, mul_pow, div_pow, h1, h2, mul_assoc]
```

Divergence follows because the exponential has a positive rate and a positive coefficient \(mk\).

```lean
/-- The enhancement factor grows without bound in the tail of an exponential density. -/
theorem enhancement_tendsto_atTop {m a c : ℝ} (hm : 0 < m) (ha : 0 < a) (hc : 0 < c) :
    Tendsto (fun r => enhancement m (reducedGradient (density c a) r)) atTop atTop := by
  simp only [enhancement_density hc]
  have hb : 0 < 2 * a / 3 := by positivity
  have hk : 0 < m * (a ^ 2 / c ^ (2 / 3 : ℝ)) := by positivity
  have he : Tendsto (fun r : ℝ => Real.exp (2 * a / 3 * r)) atTop atTop :=
    Real.tendsto_exp_atTop.comp (tendsto_id.const_mul_atTop hb)
  exact tendsto_atTop_add_const_left _ 1 (he.const_mul_atTop hk)
```

For \(M>1\), solving \(M<1+mk\,e^{2ar/3}\) by a logarithm gives the radius beyond which the ceiling is exceeded. If that radius is negative, the ceiling is exceeded at every physical \(r\).

```lean
/-- The enhancement factor exceeds a ceiling `M > 1` exactly beyond an explicit radius. -/
theorem ceiling_exceeded_iff {m a c M : ℝ} (hm : 0 < m) (ha : 0 < a) (hc : 0 < c)
    (hM : 1 < M) (r : ℝ) :
    M < enhancement m (reducedGradient (density c a) r) ↔
      Real.log ((M - 1) / (m * (a ^ 2 / c ^ (2 / 3 : ℝ)))) / (2 * a / 3) < r := by
  have hb : 0 < 2 * a / 3 := by positivity
  have hk : 0 < m * (a ^ 2 / c ^ (2 / 3 : ℝ)) := by positivity
  rw [enhancement_density hc, div_lt_iff₀ hb,
    Real.log_lt_iff_lt_exp (div_pos (sub_pos.mpr hM) hk), div_lt_iff₀ hk,
    mul_comm r, mul_comm (Real.exp _)]
  constructor <;> intro h <;> linarith
```

## Two moments and a sharp criterion

Mathlib's Gamma integral, with \(\Gamma(3)=2\), yields the moment.

```lean
/-- The second radial moment of an exponential: `∫ r² exp(-b r) dr = 2 / b³`. -/
theorem radial_moment {b : ℝ} (hb : 0 < b) :
    ∫ r in Ioi (0 : ℝ), r ^ 2 * Real.exp (-b * r) = 2 / b ^ 3 := by
  have hG : Real.Gamma 3 = 2 := by
    rw [show (3 : ℝ) = ((2 : ℕ) : ℝ) + 1 by norm_num, Real.Gamma_nat_eq_factorial]
    norm_num [Nat.factorial]
  have h := Real.integral_rpow_mul_exp_neg_mul_Ioi (a := 3) (r := b) (by norm_num) hb
  have h3 : (1 / b) ^ (3 : ℝ) = (1 / b) ^ 3 := by
    rw [show (3 : ℝ) = ((3 : ℕ) : ℝ) by norm_num, Real.rpow_natCast]
  have h2 : ∀ r : ℝ, r ^ ((3 : ℝ) - 1) = r ^ 2 := fun r => by
    rw [show (3 : ℝ) - 1 = ((2 : ℕ) : ℝ) by norm_num, Real.rpow_natCast]
  simp only [h2, h3, hG] at h
  simp only [neg_mul]
  rw [h]
  field_simp
```

Lean assigns the value zero to the integral of a non-integrable function, so the nonzero moment proves integrability.

```lean
lemma radial_integrable {b : ℝ} (hb : 0 < b) :
    Integrable (fun r : ℝ => r ^ 2 * Real.exp (-b * r)) (volume.restrict (Ioi 0)) := by
  -- a non-integrable function would have integral zero
  by_contra h
  have h0 := integral_undef h
  rw [radial_moment hb] at h0
  have : 0 < 2 / b ^ 3 := by positivity
  linarith
```

The step `hsplit` is the two-term decomposition above; `integral_add` then separates the integrals, and the moments evaluate them.

```lean
/-- Closed form of the exchange integral of an exponential density. -/
theorem exchangeIntegral_density {a c : ℝ} (ha : 0 < a) (hc : 0 < c) (m : ℝ) :
    exchangeIntegral (enhancement m) (density c a)
      = c ^ (4 / 3 : ℝ) * (27 / (32 * a ^ 3)) * (1 + 8 * m * (a ^ 2 / c ^ (2 / 3 : ℝ))) := by
  have hb1 : 0 < 4 * a / 3 := by positivity
  have hb2 : 0 < 2 * a / 3 := by positivity
  have hsplit : ∀ r : ℝ, r ^ 2 * density c a r ^ (4 / 3 : ℝ) *
      enhancement m (reducedGradient (density c a) r)
      = c ^ (4 / 3 : ℝ) * (r ^ 2 * Real.exp (-(4 * a / 3) * r))
        + c ^ (4 / 3 : ℝ) * m * (a ^ 2 / c ^ (2 / 3 : ℝ)) *
          (r ^ 2 * Real.exp (-(2 * a / 3) * r)) := fun r => by
    have hE : Real.exp (-(4 * a / 3) * r) * Real.exp (2 * a / 3 * r)
        = Real.exp (-(2 * a / 3) * r) := by
      rw [← Real.exp_add]
      congr 1
      ring
    rw [density_rpow hc, enhancement_density hc]
    linear_combination r ^ 2 * c ^ (4 / 3 : ℝ) * m * (a ^ 2 / c ^ (2 / 3 : ℝ)) * hE
  unfold exchangeIntegral
  simp only [hsplit]
  rw [integral_add ((radial_integrable hb1).const_mul _) ((radial_integrable hb2).const_mul _),
    integral_const_mul, integral_const_mul, radial_moment hb1, radial_moment hb2]
  generalize a ^ 2 / c ^ (2 / 3 : ℝ) = k
  generalize c ^ (4 / 3 : ℝ) = C
  field_simp
  ring
```

The constant factor 1 is rewritten as `enhancement 0`, so the closed form serves both sides. Cancelling the positive common factor `P` leaves the criterion, valid for any real \(m\) and \(M\).

```lean
/-- The integrated bound with constant `M` holds exactly when `8 m a² / c^(2/3) < M - 1`. -/
theorem integrated_bound_iff {a c : ℝ} (ha : 0 < a) (hc : 0 < c) (m M : ℝ) :
    exchangeIntegral (enhancement m) (density c a)
        < M * exchangeIntegral (fun _ => 1) (density c a) ↔
      8 * m * (a ^ 2 / c ^ (2 / 3 : ℝ)) < M - 1 := by
  have h0 : (fun _ : ℝ => (1 : ℝ)) = enhancement 0 := by
    funext x
    simp [enhancement]
  have hP : 0 < c ^ (4 / 3 : ℝ) * (27 / (32 * a ^ 3)) := by positivity
  rw [h0, exchangeIntegral_density ha hc, exchangeIntegral_density ha hc]
  generalize c ^ (4 / 3 : ℝ) * (27 / (32 * a ^ 3)) = P at hP ⊢
  generalize a ^ 2 / c ^ (2 / 3 : ℝ) = k
  constructor
  · intro h
    have h' : P * (1 + 8 * m * k) < P * M := by linarith
    have := lt_of_mul_lt_mul_left h' hP.le
    linarith
  · intro h
    have := mul_lt_mul_of_pos_left (show 1 + 8 * m * k < M by linarith) hP
    linarith
```

## Both properties for one density

With \(c=1\), the divergence and the integrated bound are combined. This density is chosen for simplicity: it holds \(8\pi/a^3\) electrons, which is not a whole number for general \(a\); the normalised case follows below. The statement concerns this density family; it does not establish the bound for all densities.

```lean
/-- For `n = exp(-a r)` and `8 m a² < M - 1`, the enhancement factor tends to infinity with `r`,
yet the exchange integral stays below `M` times its local value. -/
theorem local_ceiling_fails_integrated_bound_holds {m a M : ℝ} (hm : 0 < m) (ha : 0 < a)
    (hM : 8 * m * a ^ 2 < M - 1) :
    Tendsto (fun r => enhancement m (reducedGradient (fun s => Real.exp (-a * s)) r))
        atTop atTop ∧
      exchangeIntegral (enhancement m) (fun s => Real.exp (-a * s))
        < M * exchangeIntegral (fun _ => 1) (fun s => Real.exp (-a * s)) := by
  have hn : (fun s => Real.exp (-a * s)) = density 1 a := by
    funext s
    simp [density]
  rw [hn]
  refine ⟨enhancement_tendsto_atTop hm ha one_pos, (integrated_bound_iff ha one_pos m M).mpr ?_⟩
  rw [Real.one_rpow, div_one]
  exact hM
```

For one electron, \(4\pi\int_0^\infty r^2n\,dr=8\pi c/a^3=1\) requires \(c=a^3/(8\pi)\). Then \(k=(8\pi)^{2/3}\), and the criterion no longer contains \(a\): contracting or stretching the normalised density does not affect it. This uses the spin-unpolarised form of the functional. A real single electron is fully spin-polarised, and the spin scaling of exchange, \(E_x[n,0]=\tfrac12E_x[2n]\), then puts \(4\pi\) in place of \(8\pi\) in \(k\), with the local spin-density energy as reference. The proof checks the normalisation with the same moment and substitutes this \(k\) into the general criterion.

```lean
/-- The density `a³/(8π) exp(-a r)` holds one electron, and its integrated bound holds exactly
when `8 m (8π)^(2/3) < M - 1`. -/
theorem one_electron_bound_iff {a : ℝ} (ha : 0 < a) (m M : ℝ) :
    4 * Real.pi * (∫ r in Ioi (0 : ℝ), r ^ 2 * density (a ^ 3 / (8 * Real.pi)) a r) = 1 ∧
      (exchangeIntegral (enhancement m) (density (a ^ 3 / (8 * Real.pi)) a)
          < M * exchangeIntegral (fun _ => 1) (density (a ^ 3 / (8 * Real.pi)) a) ↔
        8 * m * (8 * Real.pi) ^ (2 / 3 : ℝ) < M - 1) := by
  have hpi := Real.pi_pos
  constructor
  · simp only [density, mul_left_comm (_ ^ 2) (a ^ 3 / (8 * Real.pi))]
    rw [integral_const_mul, radial_moment ha]
    field_simp
    norm_num
  · have h1 : (a ^ 3) ^ (2 / 3 : ℝ) = a ^ 2 := by
      rw [← Real.rpow_natCast a 3, ← Real.rpow_mul ha.le, ← Real.rpow_natCast a 2]
      norm_num
    have h2 : a ^ 2 / (a ^ 3 / (8 * Real.pi)) ^ (2 / 3 : ℝ) = (8 * Real.pi) ^ (2 / 3 : ℝ) := by
      rw [Real.div_rpow (by positivity) (by positivity), h1]
      have hq : (8 * Real.pi) ^ (2 / 3 : ℝ) ≠ 0 := by positivity
      generalize (8 * Real.pi) ^ (2 / 3 : ℝ) = q at hq ⊢
      field_simp
    rw [integrated_bound_iff ha (by positivity), h2]

end

end LocalCeilingIntegratedBound
```

```lean
#print axioms LocalCeilingIntegratedBound.ceiling_exceeded_iff
-- 'LocalCeilingIntegratedBound.ceiling_exceeded_iff' depends on axioms: [propext, Classical.choice, Quot.sound]
#print axioms LocalCeilingIntegratedBound.local_ceiling_fails_integrated_bound_holds
-- 'LocalCeilingIntegratedBound.local_ceiling_fails_integrated_bound_holds' depends on axioms: [propext, Classical.choice, Quot.sound]
#print axioms LocalCeilingIntegratedBound.one_electron_bound_iff
-- 'LocalCeilingIntegratedBound.one_electron_bound_iff' depends on axioms: [propext, Classical.choice, Quot.sound]
```
